# Integer lattices with full cubic symmetry about the coordinate axes are multiples of three lattices

Put a defect into a 2×1×1 supercell of a simple cubic crystal, and its periodic images lie closer together along two axes than along the third. A level that is threefold degenerate for the isolated defect can then split, although the defect itself has not changed. A supercell whose translations keep the cubic symmetry removes this cause of splitting.

Measured along the cubic axes in units of the lattice constant, the translations of a supercell of a simple cubic crystal are integer vectors. If they are not all zero, they have full cubic symmetry about these axes exactly when they form a positive integer multiple of one of three lattices. In three dimensions these are the simple cubic lattice, the face-centred cubic lattice (even entry sum) and the body-centred cubic lattice (entries all even or all odd). For supercell calculations on a simple cubic crystal, this lists the translation lattices that keep the full cubic symmetry. Whether the atoms inside the cell also respect the symmetry is a separate question.

## Supercells and symmetry operations

```lean
import Mathlib

open Matrix

namespace CubicSupercells

variable {n : ℕ}
```

The dimension $n$ is an arbitrary natural number.

```lean
/-- The signed permutation matrix whose row `i` has the sign `s i` in column `σ i`
and zeros elsewhere. -/
def signedPerm (σ : Equiv.Perm (Fin n)) (s : Fin n → ℤˣ) : Matrix (Fin n) (Fin n) ℤ :=
  Matrix.of fun i j => if σ i = j then (s i : ℤ) else 0
```

Vectors have type `Fin n → ℤ`, with entries numbered from $0$ to $n-1$. The permutation $\sigma$ and the signs $s_i=\pm1$ (type `ℤˣ`) define a matrix with entry $s_i$ in row $i$, column $\sigma(i)$. For $n=3$ these matrices are the 48 operations of the cubic point group $O_h$.

```lean
/-- A lattice of integer vectors has full cubic symmetry if every signed permutation matrix
maps it into itself. -/
def IsCubic (L : AddSubgroup (Fin n → ℤ)) : Prop :=
  ∀ σ s, ∀ v ∈ L, signedPerm σ s *ᵥ v ∈ L
```

A lattice $L$ is an additive subgroup of $\mathbb Z^n$, and `*ᵥ` multiplies a matrix by a vector. The name `IsCubic` is used in every dimension; for $n=2$ it means the symmetry of the square. The symmetry is always taken about the coordinate axes. The lattice spanned by $(1,2,2)$, $(2,1,-2)$ and $(2,-2,1)$ is simple cubic about its own tilted axes, but it does not satisfy `IsCubic`.

```lean
/-- The lattice of integer vectors whose entries have an even sum. -/
def evenSum (n : ℕ) : AddSubgroup (Fin n → ℤ) where
  carrier := {v | Even (∑ i, v i)}
  zero_mem' := by simp
  add_mem' := by
    intro a b ha hb
    change Even (∑ i, (a i + b i))
    rw [Finset.sum_add_distrib]
    exact Even.add ha hb
  neg_mem' := by
    intro a ha
    change Even (∑ i, -(a i))
    rw [Finset.sum_neg_distrib]
    exact even_neg.mpr ha
```

This is the set of $v$ with $\sum_i v_i$ even. The remaining fields check that it contains zero and is closed under addition and negation.

```lean
/-- The lattice of integer vectors whose entries are all even or all odd. -/
def equalParity (n : ℕ) : AddSubgroup (Fin n → ℤ) where
  carrier := {v | ∀ i j, Even (v i - v j)}
  zero_mem' := by simp
  add_mem' := by
    intro a b ha hb i j
    change Even (a i + b i - (a j + b j))
    rw [add_sub_add_comm]
    exact Even.add (ha i j) (hb i j)
  neg_mem' := by
    intro a ha i j
    change Even (-a i - -a j)
    rw [neg_sub_neg]
    exact ha j i
```

Here all differences $v_i-v_j$ are even, so the entries share one parity.

```lean
/-- The lattice `L` enlarged by the factor `N` along every axis. -/
def scale (N : ℕ) (L : AddSubgroup (Fin n → ℤ)) : AddSubgroup (Fin n → ℤ) where
  carrier := {v | ∃ w ∈ L, v = (N : ℤ) • w}
  zero_mem' := ⟨0, L.zero_mem, by simp⟩
  add_mem' := by
    rintro _ _ ⟨a, ha, rfl⟩ ⟨b, hb, rfl⟩
    exact ⟨a + b, L.add_mem ha hb, by rw [smul_add]⟩
  neg_mem' := by
    rintro _ ⟨a, ha, rfl⟩
    exact ⟨-a, L.neg_mem ha, by rw [smul_neg]⟩
```

`scale N L` is $NL=\{Nw : w\in L\}$.

## Isolating one entry

```lean
/-- A signed permutation matrix permutes the entries of a vector and multiplies them by signs. -/
theorem signedPerm_mulVec (σ : Equiv.Perm (Fin n)) (s : Fin n → ℤˣ) (v : Fin n → ℤ)
    (i : Fin n) : (signedPerm σ s *ᵥ v) i = s i * v (σ i) := by
  simp [signedPerm, Matrix.mulVec, dotProduct]
```

Row $i$ has a single nonzero element, so for a signed permutation matrix $M$
$$(Mv)_i=\sum_j M_{ij}v_j=s_i\,v_{\sigma(i)}.$$
`simp` evaluates this sum after unfolding the definitions.

```lean
/-- A lattice with full cubic symmetry contains, along every axis, twice any entry of any of
its vectors. -/
theorem two_mul_entry_mem {L : AddSubgroup (Fin n → ℤ)} (hL : IsCubic L) {v : Fin n → ℤ}
    (hv : v ∈ L) (i j : Fin n) : (Pi.single j (2 * v i) : Fin n → ℤ) ∈ L := by
  -- move entry `i` to axis `j`, then subtract the mirror image
  have hw := hL (Equiv.swap i j) 1 v hv
  have hf := hL 1 (Function.update (1 : Fin n → ℤˣ) j (-1)) _ hw
  convert L.sub_mem hw hf using 1
  ext k
  simp only [Pi.sub_apply, signedPerm_mulVec]
  by_cases h : k = j
  · subst h
    simp [two_mul]
  · simp [h]
```

Write $e_j$ for the unit vector along axis $j$; `Pi.single j x` is $x\,e_j$. Exchange entries $i$ and $j$ of $v$ to get $w\in L$ with $w_j=v_i$. Reversing the sign of entry $j$ gives $w'\in L$, and
$$w-w'=2v_i\,e_j\in L.$$
In Lean, `hw` and `hf` are the memberships of $w$ and $w'$, and the equation is checked entry by entry.

```lean
/-- In a nonzero lattice with full cubic symmetry, some positive integer divides all entries of
all vectors and is itself an entry of a lattice vector. -/
theorem exists_common_scale {L : AddSubgroup (Fin n → ℤ)} (hL : IsCubic L) (h0 : L ≠ ⊥) :
    ∃ N : ℕ, 1 ≤ N ∧ (∀ v ∈ L, ∀ i, (N : ℤ) ∣ v i) ∧ ∃ v ∈ L, ∃ i, v i = N := by
  obtain ⟨v, hv, hv0⟩ := L.bot_or_exists_ne_zero.resolve_left h0
  obtain ⟨i, hi⟩ := Function.ne_iff.mp hv0
  -- the entries on axis `i` form a cyclic group
  obtain ⟨a, ha⟩ := Int.subgroup_cyclic (L.map (Pi.evalAddMonoidHom (fun _ : Fin n => ℤ) i))
  have hdvd : ∀ w ∈ L, a ∣ w i := by
    intro w hw
    have h : w i ∈ L.map (Pi.evalAddMonoidHom (fun _ : Fin n => ℤ) i) := ⟨w, hw, rfl⟩
    rw [ha, AddSubgroup.mem_closure_singleton] at h
    obtain ⟨k, hk⟩ := h
    exact ⟨k, by rw [← hk, smul_eq_mul, mul_comm]⟩
  have hmem : a ∈ L.map (Pi.evalAddMonoidHom (fun _ : Fin n => ℤ) i) := by
    rw [ha]
    exact AddSubgroup.subset_closure (Set.mem_singleton a)
  obtain ⟨u, hu, hua⟩ := hmem
  have hua' : u i = a := hua
  have ha0 : a ≠ 0 := by
    intro h
    have h' := hdvd v hv
    rw [h, zero_dvd_iff] at h'
    exact hi h'
  refine ⟨a.natAbs, Int.natAbs_pos.mpr ha0, fun w hw j => ?_, ?_⟩
  · have h := hdvd _ (hL (Equiv.swap i j) 1 w hw)
    rw [signedPerm_mulVec, Equiv.swap_apply_left] at h
    exact Int.natAbs_dvd.mpr (by simpa using h)
  · rcases Int.natAbs_eq a with h | h
    · exact ⟨u, hu, i, hua'.trans h⟩
    · exact ⟨-u, L.neg_mem hu, i, by rw [Pi.neg_apply, hua']; omega⟩
```

The hypothesis `L ≠ ⊥` says that $L$ contains a vector $v\neq0$, so some $v_i\neq0$. The $i$-th entries of all vectors in $L$ form a subgroup of $\mathbb Z$, hence equal $a\mathbb Z$ for some $a$, and $a\ne0$ because $v_i\neq0$. The number $a$ is itself an entry $u_i$ of some $u\in L$.

Any other entry $w_j$ can be moved to axis $i$ by an exchange, so $a$ divides it too. Take $N=|a|$, replacing $u$ by $-u$ if $a<0$. `Int.subgroup_cyclic` supplies $a$, and `hdvd` is the divisibility on axis $i$.

## Only parities remain

```lean
/-- A lattice with full cubic symmetry that contains a vector with an entry 1 is the full integer
lattice, the even-sum lattice or the equal-parity lattice. -/
theorem eq_of_unit_entry {L : AddSubgroup (Fin n → ℤ)} (hL : IsCubic L) {v : Fin n → ℤ}
    (hv : v ∈ L) {i : Fin n} (hi : v i = 1) :
    L = ⊤ ∨ L = evenSum n ∨ L = equalParity n := by
  have heven : ∀ w : Fin n → ℤ, (∀ j, Even (w j)) → w ∈ L := by
    intro w hw
    choose k hk using hw
    have e : w = ∑ j, k j • (Pi.single j (2 * v i) : Fin n → ℤ) := by
      ext l
      have h := hk l
      simp [Finset.sum_apply, Pi.single_apply, hi]
      omega
    rw [e]
    exact sum_mem fun j _ => zsmul_mem (two_mul_entry_mem hL hv i j) _
  -- hence membership depends on parities only
  have hcong : ∀ u ∈ L, ∀ w : Fin n → ℤ, (∀ j, Even (w j - u j)) → w ∈ L := by
    intro u hu w hw
    have h := L.add_mem (heven (w - u) hw) hu
    rwa [sub_add_cancel] at h
  by_cases hA : ∀ u ∈ L, u ∈ equalParity n
  · refine Or.inr (Or.inr (le_antisymm (fun u hu => hA u hu) fun w hw => ?_))
    have hw' : ∀ j k, Even (w j - w k) := hw
    have hv' : ∀ j k, Even (v j - v k) := hA v hv
    rcases Int.even_or_odd (w i) with h | h
    · refine heven w fun j => ?_
      have h' := (hw' j i).add h
      rwa [sub_add_cancel] at h'
    · refine hcong v hv w fun j => ?_
      obtain ⟨a, ha⟩ := hw' j i
      obtain ⟨b, hb⟩ := hv' j i
      obtain ⟨c, hc⟩ := h
      exact ⟨a - b + c, by omega⟩
  simp only [not_forall] at hA
  obtain ⟨u, hu, hpar⟩ := hA
  obtain ⟨p, q, hpq⟩ : ∃ p q, ¬ Even (u p - u q) := by
    by_contra h
    exact hpar (show ∀ p q, Even (u p - u q) from
      fun p q => by_contra fun h' => h ⟨p, q, h'⟩)
  have hne : p ≠ q := by
    intro h
    simp [h] at hpq
  obtain ⟨a, ha⟩ := Int.not_even_iff_odd.mp hpq
  -- exchanging two entries of different parity yields differences of unit vectors
  have hpair : ∀ j, (Pi.single j 1 - Pi.single p 1 : Fin n → ℤ) ∈ L := by
    intro j
    by_cases hj : j = p
    · rw [hj, sub_self]
      exact L.zero_mem
    have hd := L.sub_mem hu (hL (Equiv.swap p q) 1 u hu)
    refine hcong _ (hL (Equiv.swap q j) 1 _ hd) _ fun k => ?_
    simp only [Pi.sub_apply, signedPerm_mulVec, Pi.one_apply, Units.val_one, one_mul]
    have t : Equiv.swap q j p = p := Equiv.swap_apply_of_ne_of_ne hne (Ne.symm hj)
    by_cases hkp : k = p
    · rw [hkp, t, Equiv.swap_apply_left, Pi.single_eq_same, Pi.single_eq_of_ne (Ne.symm hj)]
      exact ⟨-a - 1, by omega⟩
    by_cases hkj : k = j
    · rw [hkj, Equiv.swap_apply_right, Equiv.swap_apply_right, Pi.single_eq_same,
        Pi.single_eq_of_ne hj]
      exact ⟨a + 1, by omega⟩
    have t1 : Equiv.swap q j k ≠ q := fun h => hkj (by
      have h' := congrArg (Equiv.swap q j) h
      rwa [Equiv.swap_apply_self, Equiv.swap_apply_left] at h')
    have t2 : Equiv.swap q j k ≠ p := fun h => hkp (by
      have h' := congrArg (Equiv.swap q j) h
      rwa [Equiv.swap_apply_self, t] at h')
    rw [Equiv.swap_apply_of_ne_of_ne t2 t1, Pi.single_eq_of_ne hkj, Pi.single_eq_of_ne hkp]
    simp
  -- so every vector can be collapsed onto axis `p`
  have hsum : ∀ w : Fin n → ℤ, w - Pi.single p (∑ j, w j) ∈ L := by
    intro w
    have e : w - Pi.single p (∑ j, w j)
        = ∑ j, w j • (Pi.single j 1 - Pi.single p 1 : Fin n → ℤ) := by
      ext l
      by_cases hl : l = p <;>
        simp [Finset.sum_apply, Pi.single_apply, mul_sub, Finset.sum_sub_distrib, hl]
    rw [e]
    exact sum_mem fun j _ => zsmul_mem (hpair j) _
  by_cases hB : ∀ x ∈ L, x ∈ evenSum n
  · refine Or.inr (Or.inl (le_antisymm (fun x hx => hB x hx) fun w hw => ?_))
    have hw' : Even (∑ j, w j) := hw
    refine hcong _ (hsum w) w fun k => ?_
    rw [Pi.sub_apply, sub_sub_cancel]
    by_cases hk : k = p
    · rw [hk, Pi.single_eq_same]
      exact hw'
    · rw [Pi.single_eq_of_ne hk]
      simp
  · simp only [not_forall] at hB
    obtain ⟨x, hx, hxo⟩ := hB
    obtain ⟨b, hb⟩ : Odd (∑ j, x j) := Int.not_even_iff_odd.mp hxo
    have hS := L.sub_mem hx (hsum x)
    rw [sub_sub_cancel] at hS
    have hone : (Pi.single p 1 : Fin n → ℤ) ∈ L := by
      refine hcong _ hS _ fun k => ?_
      by_cases hk : k = p
      · rw [hk, Pi.single_eq_same, Pi.single_eq_same]
        exact ⟨-b, by omega⟩
      · rw [Pi.single_eq_of_ne hk, Pi.single_eq_of_ne hk]
        simp
    refine Or.inl (eq_top_iff.mpr fun w _ => ?_)
    convert L.add_mem (hsum w) (L.zsmul_mem hone (∑ j, w j)) using 1
    ext k
    by_cases hk : k = p <;> simp [hk]
```

Let $v_i=1$. The previous construction gives $2e_j\in L$ for every $j$, so $L$ contains every vector with even entries (`heven`). If $u\in L$ and $w-u$ has even entries, then $w=(w-u)+u\in L$ (`hcong`). Membership therefore depends only on parities.

Suppose first that every vector of $L$ has entries of equal parity. Conversely, let $w$ be any vector with this property. If its entries are even, it lies in $L$. If they are odd, then so are those of $v$, because $v_i=1$; thus $w-v$ is even and $w\in L$. Hence $L$ is the equal-parity lattice.

Otherwise some $u\in L$ has $u_p-u_q$ odd. Exchanging these entries and subtracting gives
$$(u_p-u_q)(e_p-e_q)\in L.$$
For $j\ne p$, exchanging axes $q$ and $j$ turns this into $(u_p-u_q)(e_p-e_j)$, which has the same parities as $e_j-e_p$. So $e_j-e_p\in L$ (`hpair`); for $j=p$ this vector is zero. Summing, with $S(w)=\sum_j w_j$,
$$w-S(w)\,e_p=\sum_j w_j(e_j-e_p)\in L$$
for every integer vector $w$ (`hsum`).

If all vectors of $L$ have even sum, take any $w$ with $S(w)$ even. It differs from $w-S(w)e_p\in L$ by an even vector, so $w\in L$, and $L$ is the even-sum lattice.

If some $x\in L$ has odd sum, then $x-(x-S(x)e_p)=S(x)e_p\in L$, and by parity $e_p\in L$ (`hone`). Every $w=(w-S(w)e_p)+S(w)e_p$ now lies in $L$, so $L=\mathbb Z^n$, written `⊤`. The tactic `omega` settles the integer arithmetic behind the parity claims.

```lean
/-- The full integer lattice, the even-sum lattice and the equal-parity lattice have full cubic
symmetry. -/
theorem isCubic_standard :
    IsCubic (⊤ : AddSubgroup (Fin n → ℤ)) ∧ IsCubic (evenSum n) ∧ IsCubic (equalParity n) := by
  -- a change of sign does not change parity
  have hs : ∀ (s : ℤˣ) (x : ℤ), Even ((s : ℤ) * x - x) := by
    intro s x
    rcases Int.units_eq_one_or s with h | h
    · exact ⟨0, by simp [h]⟩
    · exact ⟨-x, by simp only [h, Units.val_neg, Units.val_one]; ring⟩
  refine ⟨fun _ _ _ _ => AddSubgroup.mem_top _, fun σ s v hv => ?_, fun σ s v hv => ?_⟩
  · have hv' : Even (∑ i, v i) := hv
    change Even (∑ i, (signedPerm σ s *ᵥ v) i)
    simp only [signedPerm_mulVec]
    have h : Even (∑ i, ((s i : ℤ) * v (σ i) - v (σ i))) :=
      even_iff_two_dvd.mpr (Finset.dvd_sum fun i _ => even_iff_two_dvd.mp (hs _ _))
    rw [Finset.sum_sub_distrib, Equiv.sum_comp σ v] at h
    have h' := h.add hv'
    rwa [sub_add_cancel] at h'
  · change ∀ i j, Even ((signedPerm σ s *ᵥ v) i - (signedPerm σ s *ᵥ v) j)
    intro i j
    simp only [signedPerm_mulVec]
    obtain ⟨a, ha⟩ := hs (s i) (v (σ i))
    obtain ⟨b, hb⟩ := hs (s j) (v (σ j))
    obtain ⟨c, hc⟩ : Even (v (σ i) - v (σ j)) := hv _ _
    exact ⟨a - b + c, by linarith⟩
```

For a sign $s$, the difference $sx-x$ is $0$ or $-2x$, hence even (`hs`). Therefore
$$\sum_i s_i v_{\sigma(i)}\equiv\sum_i v_{\sigma(i)}=\sum_i v_i \pmod 2,$$
and even sums stay even. Likewise $s_iv_{\sigma(i)}-s_jv_{\sigma(j)}\equiv v_{\sigma(i)}-v_{\sigma(j)}\pmod 2$, so equal parities stay equal. For $\mathbb Z^n$ nothing needs checking.

## The classification

```lean
/-- A nonzero lattice of integer vectors has full cubic symmetry exactly when it is a positive
integer multiple of the full integer, the even-sum or the equal-parity lattice. -/
theorem isCubic_iff (L : AddSubgroup (Fin n → ℤ)) (h0 : L ≠ ⊥) :
    IsCubic L ↔ ∃ N : ℕ, 1 ≤ N ∧
      (L = scale N ⊤ ∨ L = scale N (evenSum n) ∨ L = scale N (equalParity n)) := by
  constructor
  · intro hL
    obtain ⟨N, hN, hdvd, v, hv, i, hi⟩ := exists_common_scale hL h0
    -- `K` is the lattice `L` divided by `N`
    obtain ⟨K, hK⟩ : ∃ K : AddSubgroup (Fin n → ℤ), ∀ w, w ∈ K ↔ (N : ℤ) • w ∈ L :=
      ⟨L.comap (zsmulAddGroupHom (N : ℤ)), fun _ => Iff.rfl⟩
    have hLK : L = scale N K := by
      apply le_antisymm
      · intro w hw
        choose k hk using hdvd w hw
        have e : w = (N : ℤ) • k := funext hk
        exact ⟨k, (hK k).mpr (by rw [← e]; exact hw), e⟩
      · rintro _ ⟨w, hw, rfl⟩
        exact (hK w).mp hw
    have hKc : IsCubic K := by
      intro σ s w hw
      rw [hK, ← Matrix.mulVec_smul]
      exact hL σ s _ ((hK w).mp hw)
    obtain ⟨u, hu, hvu⟩ := hLK.le hv
    have hui : u i = 1 := by
      have h : (N : ℤ) * u i = N := (congrFun hvu i).symm.trans hi
      have hN' : (N : ℤ) ≠ 0 := by omega
      exact mul_left_cancel₀ hN' (h.trans (mul_one _).symm)
    refine ⟨N, hN, ?_⟩
    rcases eq_of_unit_entry hKc hu hui with h | h | h <;> rw [h] at hLK
    · exact Or.inl hLK
    · exact Or.inr (Or.inl hLK)
    · exact Or.inr (Or.inr hLK)
  · have hscale : ∀ (N : ℕ) (K : AddSubgroup (Fin n → ℤ)), IsCubic K → IsCubic (scale N K) := by
      rintro N K hK σ s _ ⟨w, hw, rfl⟩
      exact ⟨_, hK σ s w hw, Matrix.mulVec_smul _ _ _⟩
    rintro ⟨N, -, h | h | h⟩ <;> rw [h]
    · exact hscale N _ isCubic_standard.1
    · exact hscale N _ isCubic_standard.2.1
    · exact hscale N _ isCubic_standard.2.2
```

Given a nonzero $L$ with the symmetry, take the common divisor $N$ and set $K=\{w : Nw\in L\}$. Every vector of $L$ is divisible by $N$, so $L=NK$ (`hLK`). Since $M(Nw)=N(Mw)$, $K$ has the symmetry as well (`hKc`). The vector of $L$ with an entry $N$ is $Nu$ for some $u\in K$ with an entry $1$, so $K$ is one of the three lattices.

Conversely, the same identity carries the symmetry from each of the three lattices to its multiples (`hscale`).

## When the three lattices differ

```lean
/-- In two dimensions the even-sum lattice and the equal-parity lattice coincide. -/
theorem evenSum_two_eq : evenSum 2 = equalParity 2 := by
  ext v
  change Even (∑ i, v i) ↔ ∀ i j, Even (v i - v j)
  simp only [Fin.sum_univ_two, Fin.forall_fin_two, Int.even_iff]
  omega
```

For two entries, $v_0+v_1$ and $v_0-v_1$ differ by $2v_1$, so one is even exactly when the other is. Both descriptions give the checkerboard lattice.

```lean
/-- In three or more dimensions the full integer, the even-sum and the equal-parity lattices
are pairwise different. -/
theorem standard_distinct (hn : 3 ≤ n) :
    evenSum n ≠ ⊤ ∧ equalParity n ≠ ⊤ ∧ evenSum n ≠ equalParity n := by
  obtain ⟨a, b, c, hab, hac, hbc⟩ : ∃ a b c : Fin n, a ≠ b ∧ a ≠ c ∧ b ≠ c :=
    ⟨⟨0, by omega⟩, ⟨1, by omega⟩, ⟨2, by omega⟩, by simp, by simp, by simp⟩
  refine ⟨fun h => ?_, fun h => ?_, fun h => ?_⟩
  · have hm : (Pi.single a 1 : Fin n → ℤ) ∈ evenSum n := by
      rw [h]
      exact AddSubgroup.mem_top _
    have e : Even (∑ i, (Pi.single a 1 : Fin n → ℤ) i) := hm
    simp [Pi.single_apply] at e
  · have hm : (Pi.single a 1 : Fin n → ℤ) ∈ equalParity n := by
      rw [h]
      exact AddSubgroup.mem_top _
    have e : Even ((Pi.single a 1 : Fin n → ℤ) a - (Pi.single a 1 : Fin n → ℤ) b) := hm a b
    simp [hab.symm] at e
  · -- the sum of two unit vectors has even sum but mixed parities
    have hm : (Pi.single a 1 + Pi.single b 1 : Fin n → ℤ) ∈ evenSum n := by
      change Even (∑ i, ((Pi.single a 1 : Fin n → ℤ) i + (Pi.single b 1 : Fin n → ℤ) i))
      simp [Finset.sum_add_distrib, Pi.single_apply]
    rw [h] at hm
    have e : Even ((Pi.single a 1 + Pi.single b 1 : Fin n → ℤ) a
        - (Pi.single a 1 + Pi.single b 1 : Fin n → ℤ) c) := hm a c
    simp [hab, hac.symm, hbc.symm] at e

end CubicSupercells
```

Choose three different axes $a,b,c$. The vector $e_a$ has odd sum and mixed parities, so neither sublattice is all of $\mathbb Z^n$. The vector $e_a+e_b$ has even sum, but its entries on axes $a$ and $c$ are $1$ and $0$, which separates the even-sum lattice from the equal-parity lattice.

```lean
#print axioms CubicSupercells.isCubic_iff
#print axioms CubicSupercells.evenSum_two_eq
#print axioms CubicSupercells.standard_distinct
```

```
'CubicSupercells.isCubic_iff' depends on axioms: [propext, Classical.choice, Quot.sound]
'CubicSupercells.evenSum_two_eq' depends on axioms: [propext, Classical.choice, Quot.sound]
'CubicSupercells.standard_distinct' depends on axioms: [propext, Classical.choice, Quot.sound]
```
